# The phase a 120° rotation gives to a plane-wave vibration on a threefold-symmetric sublattice

Rotate only the displacement arrows of a zone-corner vibration in a honeycomb crystal, and the same circular motion gets the same symmetry label on both sublattices. A search for allowed couplings then keeps a term that symmetry forbids and discards one that it allows. The missing piece is a phase: the rotation also moves the sites, and at a zone corner the wave differs from site to site.

Let $R$ be the rotation of the plane by 120° about the origin, $L$ a group of translations, $\tau$ the position of one atom, $K$ a wave vector and $e$ a complex polarization. The displacement field is $u(r)=e^{iK\cdot r}e$ on the sublattice $\tau+L$. Write $G=RK-K$. Under the conditions examined below, the rotated field is $\lambda e^{iG\cdot\tau}u(r)$, where $Re=\lambda e$, and the site phase $e^{iG\cdot\tau}$ is a cube root of unity.

## Turning sites and displacements together

The rotated field at $r$ is $R\,u(R^{-1}r)$: look up the displacement at the site that arrives at $r$, then turn it. In Lean, points and wave vectors are real pairs `Fin 2 → ℝ`, and polarizations are complex pairs. The matrix `rotC` has the same entries as `rot`, read as complex numbers.

```lean
import Mathlib

open Real Matrix

namespace ThreefoldLatticeVibration

noncomputable section

/-- The rotation of the plane by 120 degrees. -/
def rot : Matrix (Fin 2) (Fin 2) ℝ :=
  !![cos (2 * π / 3), -sin (2 * π / 3); sin (2 * π / 3), cos (2 * π / 3)]

/-- The same rotation acting on complex polarization vectors. -/
def rotC : Matrix (Fin 2) (Fin 2) ℂ := rot.map Complex.ofRealHom

/-- The plane-wave factor `exp(i q·r)`. -/
def planeWave (q r : Fin 2 → ℝ) : ℂ := Complex.exp (Complex.I * ((q ⬝ᵥ r : ℝ) : ℂ))
```

The translation group is an additive subgroup, with no discreteness required. Reciprocal vectors follow the convention that includes $2\pi$: $G\cdot l\in2\pi\mathbb Z$ for every $l\in L$.

```lean
/-- `G` is reciprocal to `L`: its product with every translation in `L` is an integer
multiple of `2π`. -/
def IsReciprocal (L : AddSubgroup (Fin 2 → ℝ)) (G : Fin 2 → ℝ) : Prop :=
  ∀ l ∈ L, ∃ n : ℤ, G ⬝ᵥ l = 2 * π * n

/-- The rotated displacement field `R u(R⁻¹ r)`: sites and displacements turn together. -/
def rotateField (u : (Fin 2 → ℝ) → (Fin 2 → ℂ)) (r : Fin 2 → ℝ) : Fin 2 → ℂ :=
  rotC *ᵥ u (rot⁻¹ *ᵥ r)
```

Two properties of $R$ carry the calculation. Its diagonal entries are $-\tfrac12$ and its off-diagonal entries are $\mp\tfrac{\sqrt3}{2}$. Squaring it reverses the signs of the off-diagonal entries and leaves the diagonal alone, so

$$1+R+R^2=0,\qquad R^3-1=(R-1)(1+R+R^2)=0,\qquad R^{-1}=R^2 .$$

Since $R$ is orthogonal, $R^{-1}=R^T$, and therefore $K\cdot R^{-1}r=(RK)\cdot r$. The next four lemmas establish these facts, the first two by entries and the third by the factorisation above.

```lean
/-- The entries of the 120 degree rotation in closed form. -/
theorem rot_entries : rot = !![-(1 / 2), -(√3 / 2); √3 / 2, -(1 / 2)] := by
  have h : 2 * π / 3 = π - π / 3 := by ring
  unfold rot
  rw [h, Real.cos_pi_sub, Real.sin_pi_sub, Real.cos_pi_div_three, Real.sin_pi_div_three]

/-- The three rotations by 0, 120 and 240 degrees sum to zero. -/
theorem rot_orbit_sum : 1 + rot + rot * rot = 0 := by
  have h : √3 * √3 = 3 := Real.mul_self_sqrt (by norm_num)
  rw [rot_entries]
  ext i j
  fin_cases i <;> fin_cases j <;>
    simp <;> nlinarith [h]

/-- Three rotations by 120 degrees give the identity. -/
theorem rot_cube : rot * (rot * rot) = 1 := by
  have h : rot * (rot * rot) - 1 = (rot - 1) * (1 + rot + rot * rot) := by noncomm_ring
  rw [rot_orbit_sum, mul_zero] at h
  exact sub_eq_zero.mp h

/-- In the dot product of a wave vector and a position, rotating the position back gives the same
value as rotating the wave vector forward. -/
theorem dot_rot_inv (K r : Fin 2 → ℝ) : K ⬝ᵥ (rot⁻¹ *ᵥ r) = (rot *ᵥ K) ⬝ᵥ r := by
  have h3 : √3 * √3 = 3 := Real.mul_self_sqrt (by norm_num)
  have h : rot⁻¹ = rotᵀ := by
    apply Matrix.inv_eq_right_inv
    rw [rot_entries]
    ext i j
    fin_cases i <;> fin_cases j <;>
      simp [Matrix.mul_apply, Fin.sum_univ_two] <;> nlinarith [h3]
  rw [h, Matrix.dotProduct_mulVec, Matrix.vecMul_transpose]
```

## The rotated wave vector is equivalent to the original

The main theorem assumes, as `hG`, that $G=RK-K$ is reciprocal to $L$. Physically, this says that $RK$ and $K$ label the same Bloch wave on the lattice. This holds at $K=0$ and at the corners of a hexagonal Brillouin zone.

By hand, it enters after the dot product has been moved:

$$e^{iK\cdot R^{-1}r}=e^{i(RK)\cdot r}=e^{iG\cdot r}e^{iK\cdot r}.$$

For $r=\tau+l$ with $l\in L$, the number $G\cdot l$ is a multiple of $2\pi$, so $e^{iG\cdot r}=e^{iG\cdot\tau}$. The lemma below makes this replacement for any two points separated by a translation in $L$; it uses the fact that two exponentials agree when their exponents differ by an integer multiple of $2\pi i$.

```lean
/-- A plane wave with reciprocal wave vector takes equal values at points that differ by a
translation in `L`. -/
theorem planeWave_congr {L : AddSubgroup (Fin 2 → ℝ)} {G a b : Fin 2 → ℝ}
    (hG : IsReciprocal L G) (hab : a - b ∈ L) : planeWave G a = planeWave G b := by
  obtain ⟨n, hn⟩ := hG _ hab
  rw [dotProduct_sub] at hn
  have h : G ⬝ᵥ a = G ⬝ᵥ b + 2 * π * n := by linarith
  unfold planeWave
  rw [Complex.exp_eq_exp_iff_exists_int]
  refine ⟨n, ?_⟩
  rw [h]
  push_cast
  ring
```

Without the condition, $e^{iG\cdot r}$ varies over the sublattice. For nonzero $e$, the rotated field is then a wave with an inequivalent wave vector, not a multiple of $u$.

## The rotation preserves the translations and the sublattice

The condition `hL` says that $R$ maps translations to translations. The condition `hτ`, $R\tau-\tau\in L$, says that the atom lands on a translated copy of itself and not on another sublattice.

Their first use is to keep $R^{-1}r$ on the sublattice, the only place where $u$ is prescribed. For $r-\tau\in L$,

$$R^{-1}r-\tau=R^2(r-\tau)+R(R\tau-\tau)+(R\tau-\tau),$$

and each term on the right lies in $L$. The Lean proof adds the same three memberships.

```lean
/-- If `L` is invariant under the rotation and `Rτ - τ` lies in `L`, the inverse rotation
carries sites of `τ + L` to sites of `τ + L`. -/
theorem site_rot_inv {L : AddSubgroup (Fin 2 → ℝ)} {τ r : Fin 2 → ℝ}
    (hL : ∀ l ∈ L, rot *ᵥ l ∈ L) (hτ : rot *ᵥ τ - τ ∈ L) (hr : r - τ ∈ L) :
    rot⁻¹ *ᵥ r - τ ∈ L := by
  have hinv : rot⁻¹ = rot * rot := Matrix.inv_eq_right_inv rot_cube
  have h := L.add_mem (L.add_mem (hL _ (hL _ hr)) (hL _ hτ)) hτ
  convert h using 1
  rw [hinv, ← Matrix.mulVec_mulVec]
  simp only [Matrix.mulVec_sub]
  abel
```

Their second use is the cube. The points $\tau$, $R\tau$ and $R^2\tau$ differ by translations in $L$, so they carry equal phases, and their positions sum to zero:

$$\left(e^{iG\cdot\tau}\right)^3=e^{iG\cdot(\tau+R\tau+R^2\tau)}=e^0=1 .$$

In the proof, `h1` and `h2` are the equal phases, `hv` is the zero sum, and the `calc` block is the displayed line. The lemma allows any reciprocal $G$, not only $RK-K$.

```lean
/-- For `L` invariant under the rotation, `Rτ - τ` in `L` and `G` reciprocal to `L`, the
phase `exp(i G·τ)` is a cube root of unity. -/
theorem site_phase_cube {L : AddSubgroup (Fin 2 → ℝ)} {τ G : Fin 2 → ℝ}
    (hL : ∀ l ∈ L, rot *ᵥ l ∈ L) (hτ : rot *ᵥ τ - τ ∈ L) (hG : IsReciprocal L G) :
    planeWave G τ ^ 3 = 1 := by
  -- the three rotated sites carry the same phase, and their positions sum to zero
  have h1 : planeWave G (rot *ᵥ τ) = planeWave G τ := planeWave_congr hG hτ
  have h2 : planeWave G (rot *ᵥ (rot *ᵥ τ)) = planeWave G (rot *ᵥ τ) :=
    planeWave_congr hG (by rw [← Matrix.mulVec_sub]; exact hL _ hτ)
  have hv : τ + rot *ᵥ τ + rot *ᵥ (rot *ᵥ τ) = 0 := by
    have h := congrArg (fun M => M *ᵥ τ) rot_orbit_sum
    simpa only [Matrix.add_mulVec, Matrix.one_mulVec, ← Matrix.mulVec_mulVec,
      Matrix.zero_mulVec] using h
  calc planeWave G τ ^ 3
      = planeWave G τ * planeWave G (rot *ᵥ τ) * planeWave G (rot *ᵥ (rot *ᵥ τ)) := by
        rw [h2, h1]; ring
    _ = 1 := by
        simp only [planeWave]
        rw [← Complex.exp_add, ← Complex.exp_add, ← mul_add, ← mul_add,
          ← Complex.ofReal_add, ← Complex.ofReal_add, ← dotProduct_add, ← dotProduct_add,
          hv, dotProduct_zero, Complex.ofReal_zero, mul_zero, Complex.exp_zero]
```

Each condition matters. On the hexagonal lattice spanned by $(1,0)$ and $(-\tfrac12,\tfrac{\sqrt3}{2})$, with $K=(4\pi/3,0)$, one finds $G=(-2\pi,2\pi/\sqrt3)$. The point $\tau=(1/2,0)$ violates `hτ`, and its phase is $-1$, whose cube is $-1$. If instead $L$ contains only the integer multiples of a nonzero $R\tau-\tau$, then `hL` fails, and a $G$ perpendicular to that vector can give $\tau$ any phase at all.

The smallest case is $L=\{0\}$. Then $R\tau=\tau$ forces $\tau=0$: a single atom sits on the axis, its site phase is 1, and only the polarization factor $\lambda$ remains. The same happens on any allowed sublattice in the long-wavelength limit $K=0$, where $G=0$.

## A plane wave with circular polarization

The condition `he`, $Re=\lambda e$, selects circular motion when $e\neq0$. A linear polarization such as $(1,0)$ turns into $(-\tfrac12,\tfrac{\sqrt3}{2})$, which is not a multiple of it, so the conclusion fails. The condition `hu` says that every atom of the sublattice follows one plane wave with one amplitude; a wave packet, whose amplitude changes from site to site, is in general rotated into a different field. Away from the sublattice, `u` is arbitrary.

All the conditions now combine:

$$R\,u(R^{-1}r)=e^{iK\cdot R^{-1}r}Re=\lambda e^{iG\cdot\tau}e^{iK\cdot r}e=\lambda e^{iG\cdot\tau}u(r).$$

The theorem states this for every $r$ with $r-\tau\in L$, together with the cube of the site phase. Its step `h1` is the phase calculation. The rewriting that follows evaluates `u` at both sites and applies `he`.

```lean
/-- Let `L` be invariant under the rotation, `Rτ - τ` in `L`, and `G = RK - K` reciprocal
to `L`. A field equal to `exp(i K·r) e` on `τ + L`, with `Re = λe`, is multiplied there by
`λ exp(i G·τ)` under the rotation, and `exp(i G·τ)` is a cube root of unity. -/
theorem rotated_vibration {L : AddSubgroup (Fin 2 → ℝ)} {τ K : Fin 2 → ℝ}
    {e : Fin 2 → ℂ} {lam : ℂ} {u : (Fin 2 → ℝ) → (Fin 2 → ℂ)}
    (hL : ∀ l ∈ L, rot *ᵥ l ∈ L) (hτ : rot *ᵥ τ - τ ∈ L)
    (hG : IsReciprocal L (rot *ᵥ K - K)) (he : rotC *ᵥ e = lam • e)
    (hu : ∀ r, r - τ ∈ L → u r = planeWave K r • e) :
    (∀ r, r - τ ∈ L → rotateField u r = (lam * planeWave (rot *ᵥ K - K) τ) • u r) ∧
      planeWave (rot *ᵥ K - K) τ ^ 3 = 1 := by
  refine ⟨fun r hr => ?_, site_phase_cube hL hτ hG⟩
  -- the wave at the back-rotated site differs by the phase of G, constant on the sublattice
  have h1 : planeWave K (rot⁻¹ *ᵥ r) = planeWave (rot *ᵥ K - K) τ * planeWave K r := by
    rw [← planeWave_congr hG hr]
    simp only [planeWave]
    rw [dot_rot_inv, ← Complex.exp_add, sub_dotProduct]
    congr 1
    push_cast
    ring
  unfold rotateField
  rw [hu _ (site_rot_inv hL hτ hr), hu r hr, Matrix.mulVec_smul, he, h1, smul_smul, smul_smul]
  congr 1
  ring
```

The statement concerns one sublattice of a flat crystal with in-plane displacements. It contains no forces or frequencies, and it does not say that the field is a normal mode.

## A nonzero displacement

When $e\neq0$, the factor $\lambda$ also cubes to one: $e=R^3e=\lambda^3e$, and a nonzero component of $e$ can be cancelled. The full factor $\lambda e^{iG\cdot\tau}$ is then a cube root of unity, as a label for a threefold rotation should be. The proof follows this route, with `h` as the triple rotation and `hi` as the nonzero component. For $e=0$ nothing vibrates, and $Re=\lambda e$ holds for every $\lambda$.

```lean
/-- Let `L` be invariant under the rotation, `Rτ - τ` in `L` and `G` reciprocal to `L`. For a
nonzero polarization with `Re = λe`, the full factor `λ exp(i G·τ)` is a cube root of unity. -/
theorem vibration_eigenvalue_cube {L : AddSubgroup (Fin 2 → ℝ)} {τ G : Fin 2 → ℝ}
    {e : Fin 2 → ℂ} {lam : ℂ} (hL : ∀ l ∈ L, rot *ᵥ l ∈ L) (hτ : rot *ᵥ τ - τ ∈ L)
    (hG : IsReciprocal L G) (he : rotC *ᵥ e = lam • e) (h0 : e ≠ 0) :
    (lam * planeWave G τ) ^ 3 = 1 := by
  have hc : rotC * (rotC * rotC) = 1 := by
    have h := congrArg Complex.ofRealHom.mapMatrix rot_cube
    rw [map_mul, map_mul, map_one] at h
    exact h
  -- apply the rotation three times to the polarization
  have h : lam • lam • lam • e = e := by
    have h := congrArg (fun M => M *ᵥ e) hc
    simpa only [← Matrix.mulVec_mulVec, he, Matrix.mulVec_smul, Matrix.one_mulVec] using h
  obtain ⟨i, hi⟩ := Function.ne_iff.mp h0
  have hlam : lam ^ 3 = 1 := by
    have h' := congrFun h i
    simp only [Pi.smul_apply, smul_eq_mul] at h'
    apply mul_right_cancel₀ hi
    linear_combination h'
  rw [mul_pow, hlam, site_phase_cube hL hτ hG, one_mul]
```

## The zone corner of the honeycomb

A hexagonal lattice with unit spacing meets all these conditions at $K=(4\pi/3,0)$ and $\tau=(1/2,\sqrt3/6)$, with polarization $(1,i)$, or $(1,i)/\sqrt2$ when normalised.

```lean
/-- The hexagonal lattice spanned by `(1, 0)` and `(-1/2, √3/2)`. -/
def hexLattice : AddSubgroup (Fin 2 → ℝ) where
  carrier := {v | ∃ m n : ℤ, v 0 = m - n / 2 ∧ v 1 = √3 / 2 * n}
  zero_mem' := ⟨0, 0, by simp, by simp⟩
  add_mem' := by
    rintro v w ⟨m, n, h0, h1⟩ ⟨m', n', k0, k1⟩
    exact ⟨m + m', n + n', by rw [Pi.add_apply, h0, k0]; push_cast; ring,
      by rw [Pi.add_apply, h1, k1]; push_cast; ring⟩
  neg_mem' := by
    rintro v ⟨m, n, h0, h1⟩
    exact ⟨-m, -n, by rw [Pi.neg_apply, h0]; push_cast; ring,
      by rw [Pi.neg_apply, h1]; push_cast; ring⟩

/-- The wave vector `(4π/3, 0)`. -/
def cornerK : Fin 2 → ℝ := ![4 * π / 3, 0]

/-- The site `(1/2, √3/6)`. -/
def siteB : Fin 2 → ℝ := ![1 / 2, √3 / 6]

/-- The cube root of unity `exp(-2πi/3)`. -/
def chi : ℂ := Complex.exp (Complex.I * ((-(2 * π / 3) : ℝ) : ℂ))
```

For a lattice vector with integer coordinates $(m,n)$, the rotation gives $(-n,m-n)$, and $G\cdot l=2\pi(n-m)$. The site moves by $R\tau-\tau=(-1,0)$. The polarization gives

$$R(1,i)=\left(-\tfrac12-\tfrac{\sqrt3}{2}i\right)(1,i)=e^{-2\pi i/3}(1,i),$$

and the site gives $G\cdot\tau=-\pi+\pi/3=-2\pi/3$. The five parts of the theorem check these statements in coordinates, using $\sqrt3\cdot\sqrt3=3$.

```lean
/-- The hexagonal lattice, the site `(1/2, √3/6)`, the wave vector `(4π/3, 0)` and the polarization
`(1, i)` meet the conditions `hL`, `hτ`, `hG` and `he` of `rotated_vibration`; `λ` and the site
phase both equal `exp(-2πi/3)`. -/
theorem honeycomb_witness :
    (∀ l ∈ hexLattice, rot *ᵥ l ∈ hexLattice) ∧ rot *ᵥ siteB - siteB ∈ hexLattice ∧
    IsReciprocal hexLattice (rot *ᵥ cornerK - cornerK) ∧
    rotC *ᵥ ![1, Complex.I] = chi • ![1, Complex.I] ∧
    planeWave (rot *ᵥ cornerK - cornerK) siteB = chi := by
  have h3 : √3 * √3 = 3 := Real.mul_self_sqrt (by norm_num)
  have mem : ∀ v, v ∈ hexLattice ↔ ∃ m n : ℤ, v 0 = m - n / 2 ∧ v 1 = √3 / 2 * n :=
    fun _ => Iff.rfl
  have hR0 : ∀ v, (rot *ᵥ v) 0 = -(1 / 2) * v 0 - √3 / 2 * v 1 := by
    intro v
    simp [rot_entries, Matrix.mulVec, dotProduct, Fin.sum_univ_two]
    ring
  have hR1 : ∀ v, (rot *ᵥ v) 1 = √3 / 2 * v 0 - 1 / 2 * v 1 := by
    intro v
    simp [rot_entries, Matrix.mulVec, dotProduct, Fin.sum_univ_two]
    ring
  have k0 : cornerK 0 = 4 * π / 3 := rfl
  have k1 : cornerK 1 = 0 := rfl
  have t0 : siteB 0 = 1 / 2 := rfl
  have t1 : siteB 1 = √3 / 6 := rfl
  refine ⟨?_, ?_, ?_, ?_, ?_⟩
  · rintro l ⟨m, n, h0, h1⟩
    rw [mem]
    refine ⟨-n, m - n, ?_, ?_⟩
    · rw [hR0, h0, h1]
      push_cast
      linear_combination (-(n : ℝ) / 4) * h3
    · rw [hR1, h0, h1]
      push_cast
      ring
  · rw [mem]
    refine ⟨-1, 0, ?_, ?_⟩
    · rw [Pi.sub_apply, hR0, t0, t1]
      push_cast
      linear_combination (-1 / 12) * h3
    · rw [Pi.sub_apply, hR1, t0, t1]
      push_cast
      ring
  · rintro l ⟨m, n, h0, h1⟩
    refine ⟨n - m, ?_⟩
    simp only [dotProduct, Fin.sum_univ_two, Pi.sub_apply, hR0, hR1, k0, k1, h0, h1]
    push_cast
    linear_combination (π * n / 3) * h3
  · have hc : cos (2 * π / 3) = -(1 / 2) := congrFun (congrFun rot_entries 0) 0
    have hs : sin (2 * π / 3) = √3 / 2 := congrFun (congrFun rot_entries 1) 0
    have hchi : chi = -(1 / 2) - (√3 : ℂ) / 2 * Complex.I := by
      unfold chi
      rw [mul_comm, Complex.exp_mul_I, ← Complex.ofReal_cos, ← Complex.ofReal_sin,
        Real.cos_neg, Real.sin_neg, hc, hs]
      push_cast
      ring
    ext i
    fin_cases i
    · simp [rotC, rot_entries, Matrix.mulVec, dotProduct, Fin.sum_univ_two, hchi]
      ring
    · simp [rotC, rot_entries, Matrix.mulVec, dotProduct, Fin.sum_univ_two, hchi]
      linear_combination ((√3 : ℂ) / 2) * Complex.I_sq
  · have h : (rot *ᵥ cornerK - cornerK) ⬝ᵥ siteB = -(2 * π / 3) := by
      simp only [dotProduct, Fin.sum_univ_two, Pi.sub_apply, hR0, hR1, k0, k1, t0, t1]
      linear_combination (π / 9) * h3
    unfold planeWave chi
    rw [h]

end

end ThreefoldLatticeVibration
```

```lean
#print axioms ThreefoldLatticeVibration.planeWave_congr
#print axioms ThreefoldLatticeVibration.rotated_vibration
#print axioms ThreefoldLatticeVibration.vibration_eigenvalue_cube
```

```
'ThreefoldLatticeVibration.planeWave_congr' depends on axioms: [propext, Classical.choice, Quot.sound]
'ThreefoldLatticeVibration.rotated_vibration' depends on axioms: [propext, Classical.choice, Quot.sound]
'ThreefoldLatticeVibration.vibration_eigenvalue_cube' depends on axioms: [propext, Classical.choice, Quot.sound]
```

Both factors equal $e^{-2\pi i/3}$, so their product is $e^{2\pi i/3}$. The arrows alone would have given the complex conjugate label.

## Labelling computed phonons

Take a wave vector $K$ for which $G=RK-K$ is reciprocal to the lattice, such as a zone corner. A phonon calculation there returns a polarization $e_\kappa$ for each atom $\kappa$ in the cell. If the displacement is written with the full atomic position, $e^{iK\cdot r}e_\kappa$, and the rotation returns each atom to its own sublattice, the symmetry acts as

$$e_\kappa\longmapsto e^{iG\cdot\tau_\kappa}R\,e_\kappa .$$

The positions $\tau_\kappa$ must be measured from the rotation axis. For a nondegenerate mode the resulting factor is its label; within a degenerate set, the labels are the eigenvalues of the rotation matrix.

Put honeycomb atom A at the origin and atom B at $(1/2,\sqrt3/6)$. For polarizations $(1,i)$ and $(1,-i)$, the labels are $e^{-2\pi i/3}$ and $e^{2\pi i/3}$ on A, but $e^{2\pi i/3}$ and $1$ on B. In a harmonic model with this threefold symmetry, the dynamical matrix at $K$ can therefore couple $(1,-i)$ on A to $(1,i)$ on B, while the coupling between $(1,i)$ on A and $(1,i)$ on B vanishes.
